# Z-vector theorem: one adjoint equation gives all first derivatives of an energy whose state equations have an invertible Jacobian

Let a state x, with n real components, depend on m real parameters R through state equations g(x(R), R) = 0. Suppose that E, g and x(R) are differentiable at the point considered, that the equations hold throughout a neighbourhood of R, and that the matrix A = ∂g/∂x is invertible. Then exactly one vector z solves

Aᵀ z = ∇ₓE,

and this z gives, for every j,

dE(x(R), R)/dR_j = ∂E/∂R_j − z · ∂g/∂R_j.

The equation for z does not contain j, so a single linear solve serves all m directions. In electronic structure, x may hold orbital parameters or amplitudes and R nuclear coordinates, with forces −dE/dR_j, or strains, whose energy derivatives enter the stress. For a non-variational energy such as MP2, the theorem removes the separate orbital response for each coordinate, provided the state is described by finitely many real parameters that meet the hypotheses above.

## States, parameters and partial derivatives

The finite index types `n` and `m` label state components and parameters. A point is a pair (x, R) of type `(n → ℝ) × (m → ℝ)`. The space `W` holds the values of a function: ℝ for the energy, and `n → ℝ` for the state equations, of which there are as many as there are unknowns.

In Lean 4 with Mathlib:

```lean
import Mathlib

open Matrix Topology

namespace ZVectorMethod

noncomputable section

variable {n m W : Type*} [Fintype n] [DecidableEq n] [Fintype m] [DecidableEq m]
  [NormedAddCommGroup W] [NormedSpace ℝ W]
```

The partial derivative ∂F/∂x_k is the full derivative of F applied to a unit displacement of x_k, with R fixed.

```lean
/-- The partial derivative of `F(x, R)` with respect to the state variable `x_k`,
for `F` differentiable at `p`. -/
def stateDeriv (F : (n → ℝ) × (m → ℝ) → W) (p : (n → ℝ) × (m → ℝ)) (k : n) : W :=
  fderiv ℝ F p (Pi.single k 1, 0)
```

The explicit derivative ∂F/∂R_j displaces R_j instead and holds the state fixed. If basis functions move with the nuclei, the dependence of E on them at fixed x belongs here.

```lean
/-- The explicit partial derivative of `F(x, R)` with respect to the parameter `R_j`,
at fixed state, for `F` differentiable at `p`. -/
def paramDeriv (F : (n → ℝ) × (m → ℝ) → W) (p : (n → ℝ) × (m → ℝ)) (j : m) : W :=
  fderiv ℝ F p (0, Pi.single j 1)
```

The Jacobian has entries A_ik = ∂g_i/∂x_k: rows label equations and columns label unknowns.

```lean
/-- The matrix `A = ∂g/∂x` of the state equations, with entries `∂g_i/∂x_k`,
for `g` differentiable at `p`. -/
def stateJacobian (g : (n → ℝ) × (m → ℝ) → (n → ℝ)) (p : (n → ℝ) × (m → ℝ)) :
    Matrix n n ℝ :=
  Matrix.of fun i k => stateDeriv g p k i
```

The same z can be read as a set of multipliers for the state equations, in the Lagrangian

L(x, R) = E(x, R) − z · g(x, R).

The minus sign fixes the sign of z throughout.

```lean
/-- The Lagrangian `E - z · g`, in which the state equations are multiplied by `z`. -/
def zLagrangian (E : (n → ℝ) × (m → ℝ) → ℝ) (g : (n → ℝ) × (m → ℝ) → (n → ℝ))
    (z : n → ℝ) (p : (n → ℝ) × (m → ℝ)) : ℝ :=
  E p - z ⬝ᵥ g p
```

## Response and explicit parts

When R_j changes, F(x(R), R) changes through the state and also directly. The chain rule gives

dF/dR_j = Σ_k (∂x_k/∂R_j) ∂F/∂x_k + ∂F/∂R_j.

In the statement, `HasLineDerivAt` says that S ↦ F(x(S), S) has this derivative at R along the j-th coordinate direction, so the existence of the total derivative is part of the conclusion. The proof composes F with S ↦ (x(S), S); the step `split` then expands the displacement of the state in coordinate directions.

```lean
/-- For differentiable `F` and `x`, the total derivative of `F(x(R), R)` along `R_j` is the
response part, carried by `∂x/∂R_j`, plus the explicit part. -/
theorem total_derivative {F : (n → ℝ) × (m → ℝ) → W} {x : (m → ℝ) → (n → ℝ)} {R : m → ℝ}
    (hF : DifferentiableAt ℝ F (x R, R)) (hx : DifferentiableAt ℝ x R) (j : m) :
    HasLineDerivAt ℝ (fun S => F (x S, S))
      (∑ k, fderiv ℝ x R (Pi.single j 1) k • stateDeriv F (x R, R) k
        + paramDeriv F (x R, R) j) R (Pi.single j 1) := by
  have hp : HasFDerivAt (fun S => (x S, S))
      ((fderiv ℝ x R).prod (ContinuousLinearMap.id ℝ (m → ℝ))) R :=
    hx.hasFDerivAt.prodMk (hasFDerivAt_id R)
  have hc := HasFDerivAt.comp (g := F) (f := fun S => (x S, S)) R hF.hasFDerivAt hp
  -- expand a displacement of the state in coordinate directions
  have split : ∀ (v : n → ℝ) (w : m → ℝ), fderiv ℝ F (x R, R) (v, w)
      = ∑ k, v k • stateDeriv F (x R, R) k + fderiv ℝ F (x R, R) (0, w) := by
    intro v w
    have h : (v, w) = ∑ k, v k • ((Pi.single k 1, 0) : (n → ℝ) × (m → ℝ)) + (0, w) := by
      apply Prod.ext
      · funext i
        simp [Prod.fst_sum, Finset.sum_apply, Pi.single_apply]
      · simp [Prod.snd_sum]
    rw [h, map_add, map_sum]
    simp only [map_smul, stateDeriv]
  have hl := hc.hasLineDerivAt (Pi.single j 1)
  have e := split (fderiv ℝ x R (Pi.single j 1)) (Pi.single j 1)
  unfold paramDeriv
  rw [← e]
  exact hl
```

## The state follows its equations

Apply the chain rule to g. Since g(x(S), S) vanishes for all S near R, its total derivative is zero:

0 = Σ_k (∂g_i/∂x_k)(∂x_k/∂R_j) + ∂g_i/∂R_j for each i,

or, in matrix form,

A ∂x/∂R_j = −∂g/∂R_j.

The hypothesis `h0` expresses the constraint near R; having g = 0 at R alone would not determine a derivative. The proof equates the two expressions for the same line derivative and reads off components.

```lean
/-- The response equation `A ∂x/∂R_j = -∂g/∂R_j`, for differentiable `g` and `x` with
`g(x(S), S) = 0` for all `S` near `R`. -/
theorem response_equation {g : (n → ℝ) × (m → ℝ) → (n → ℝ)} {x : (m → ℝ) → (n → ℝ)}
    {R : m → ℝ} (hg : DifferentiableAt ℝ g (x R, R)) (hx : DifferentiableAt ℝ x R)
    (h0 : ∀ᶠ S in 𝓝 R, g (x S, S) = 0) (j : m) :
    stateJacobian g (x R, R) *ᵥ fderiv ℝ x R (Pi.single j 1)
      = -paramDeriv g (x R, R) j := by
  -- the constraint function vanishes near R, so its total derivative is zero
  have hz : HasFDerivAt (fun S => g (x S, S)) (0 : (m → ℝ) →L[ℝ] (n → ℝ)) R :=
    (hasFDerivAt_const (0 : n → ℝ) R).congr_of_eventuallyEq h0
  have h := HasDerivAt.unique (total_derivative hg hx j) (hz.hasLineDerivAt (Pi.single j 1))
  funext i
  have hi := congrFun h i
  simp only [Pi.add_apply, Finset.sum_apply, Pi.smul_apply, smul_eq_mul,
    _root_.zero_apply, Pi.zero_apply] at hi
  have e : (stateJacobian g (x R, R) *ᵥ fderiv ℝ x R (Pi.single j 1)) i
      = ∑ k, fderiv ℝ x R (Pi.single j 1) k * stateDeriv g (x R, R) k i := by
    simp only [Matrix.mulVec, dotProduct, stateJacobian, Matrix.of_apply]
    exact Finset.sum_congr rfl fun k _ => mul_comm _ _
  rw [e, Pi.neg_apply]
  linarith
```

## Moving A from the response to z

Solving the response equation for each j would give all the derivatives. The chain rule for E, however, contains the response only in the combination ∇ₓE · ∂x/∂R_j, and if Aᵀ z = ∇ₓE, this can be evaluated without knowing the response:

∇ₓE · ∂x/∂R_j = (Aᵀ z) · ∂x/∂R_j = z · (A ∂x/∂R_j) = −z · ∂g/∂R_j.

Substituting this into the chain rule for E gives the derivative formula. In the proof, `hk` is this chain of equalities, with the transposition done by `Matrix.mulVec_transpose` and `Matrix.dotProduct_mulVec`. Any solution z will do at this stage; invertibility of A has not been used.

```lean
/-- Any solution `z` of `Aᵀ z = ∇ₓE` eliminates the response of the state from the total
energy derivative, for differentiable `E`, `g`, `x` with `g(x(S), S) = 0` near `R`. -/
theorem adjoint_derivative {E : (n → ℝ) × (m → ℝ) → ℝ} {g : (n → ℝ) × (m → ℝ) → (n → ℝ)}
    {x : (m → ℝ) → (n → ℝ)} {R : m → ℝ} (hE : DifferentiableAt ℝ E (x R, R))
    (hg : DifferentiableAt ℝ g (x R, R)) (hx : DifferentiableAt ℝ x R)
    (h0 : ∀ᶠ S in 𝓝 R, g (x S, S) = 0) {z : n → ℝ}
    (hz : (stateJacobian g (x R, R))ᵀ *ᵥ z = stateDeriv E (x R, R)) (j : m) :
    HasLineDerivAt ℝ (fun S => E (x S, S))
      (paramDeriv E (x R, R) j - z ⬝ᵥ paramDeriv g (x R, R) j) R (Pi.single j 1) := by
  -- transfer A from the response to z
  have hk : z ⬝ᵥ paramDeriv g (x R, R) j
      = -(stateDeriv E (x R, R) ⬝ᵥ fderiv ℝ x R (Pi.single j 1)) := by
    rw [← hz, Matrix.mulVec_transpose, ← Matrix.dotProduct_mulVec,
      response_equation hg hx h0 j, dotProduct_neg, neg_neg]
  have e : paramDeriv E (x R, R) j - z ⬝ᵥ paramDeriv g (x R, R) j
      = ∑ k, fderiv ℝ x R (Pi.single j 1) k • stateDeriv E (x R, R) k
        + paramDeriv E (x R, R) j := by
    rw [hk, dotProduct_comm]
    simp only [dotProduct, smul_eq_mul]
    ring
  rw [e]
  exact total_derivative hE hx j
```

## Existence and uniqueness of z

Since det Aᵀ = det A, the transpose is invertible together with A, and

z = (Aᵀ)⁻¹ ∇ₓE

is the only solution. The theorem states this as an equivalence: a vector `w` solves the equation if and only if `w = z`. The derivative formula then follows for all j with that z.

The hypothesis `hA` is that det A is a unit, which for a real number means nonzero. Physically, no nonzero displacement of the state leaves the state equations satisfied to first order at fixed R. Orbital rotations under which the state equations stay satisfied violate this condition if they are kept among the state variables, as does a self-consistent solution at the threshold of an instability towards a displacement within those variables. Differentiability of x(R) is assumed here, not derived from the equations.

```lean
/-- **Z-vector theorem.** Let `E`, `g`, `x` be differentiable, `g(x(S), S) = 0` near `R`, and
`A = ∂g/∂x` invertible. Then `Aᵀ z = ∇ₓE` has exactly one solution, and this one `z` gives
`dE/dR_j = ∂E/∂R_j - z · ∂g/∂R_j` for every `j`. -/
theorem z_vector_theorem {E : (n → ℝ) × (m → ℝ) → ℝ} {g : (n → ℝ) × (m → ℝ) → (n → ℝ)}
    {x : (m → ℝ) → (n → ℝ)} {R : m → ℝ} (hE : DifferentiableAt ℝ E (x R, R))
    (hg : DifferentiableAt ℝ g (x R, R)) (hx : DifferentiableAt ℝ x R)
    (h0 : ∀ᶠ S in 𝓝 R, g (x S, S) = 0) (hA : IsUnit (stateJacobian g (x R, R)).det) :
    ∃ z : n → ℝ,
      (∀ w, (stateJacobian g (x R, R))ᵀ *ᵥ w = stateDeriv E (x R, R) ↔ w = z) ∧
      ∀ j, HasLineDerivAt ℝ (fun S => E (x S, S))
        (paramDeriv E (x R, R) j - z ⬝ᵥ paramDeriv g (x R, R) j) R (Pi.single j 1) := by
  have hT : IsUnit (stateJacobian g (x R, R))ᵀ.det := by rwa [Matrix.det_transpose]
  have hz : (stateJacobian g (x R, R))ᵀ *ᵥ
      ((stateJacobian g (x R, R))ᵀ⁻¹ *ᵥ stateDeriv E (x R, R)) = stateDeriv E (x R, R) := by
    rw [Matrix.mulVec_mulVec, Matrix.mul_nonsing_inv _ hT, Matrix.one_mulVec]
  refine ⟨_, fun w => ⟨fun hw => ?_, fun hw => ?_⟩, adjoint_derivative hE hg hx h0 hz⟩
  · rw [← hw, Matrix.mulVec_mulVec, Matrix.nonsing_inv_mul _ hT, Matrix.one_mulVec]
  · rw [hw]
    exact hz
```

The smallest nontrivial case has one state variable and one parameter. Take g = cx − R with a constant c ≠ 0, and E = x². Then A = c and z = 2x/c, and the formula gives

dE/dR = 0 − z · (−1) = 2x/c = 2R/c².

This agrees with differentiating E = R²/c² directly. With a single parameter, the response equation and the Z-vector equation each require one solve, so the count favours z only when there are more parameters than one.

## The Lagrangian reading

With z held fixed, the derivative of L along any displacement v of (x, R) is

DL[v] = DE[v] − z · Dg[v].

The proof treats contraction with z as a continuous linear map and differentiates the composition.

```lean
omit [DecidableEq n] [DecidableEq m] in
/-- For differentiable `E` and `g`, the derivative of the Lagrangian in any direction is that
of `E` minus `z` contracted with that of `g`. -/
theorem fderiv_zLagrangian {E : (n → ℝ) × (m → ℝ) → ℝ}
    {g : (n → ℝ) × (m → ℝ) → (n → ℝ)} {p : (n → ℝ) × (m → ℝ)}
    (hE : DifferentiableAt ℝ E p) (hg : DifferentiableAt ℝ g p) (z : n → ℝ)
    (v : (n → ℝ) × (m → ℝ)) :
    fderiv ℝ (zLagrangian E g z) p v = fderiv ℝ E p v - z ⬝ᵥ fderiv ℝ g p v := by
  -- contraction with z is a continuous linear map
  obtain ⟨l, hl⟩ : ∃ l : (n → ℝ) →L[ℝ] ℝ, ∀ y, l y = z ⬝ᵥ y :=
    ⟨∑ i, z i • ContinuousLinearMap.proj i, fun y => by
      simp [dotProduct, _root_.sum_apply]⟩
  have hL : zLagrangian E g z = fun q => E q - l (g q) := by
    funext q
    rw [hl, zLagrangian]
  have h : HasFDerivAt (fun q => E q - l (g q)) (fderiv ℝ E p - l.comp (fderiv ℝ g p)) p :=
    hE.hasFDerivAt.sub (l.hasFDerivAt.comp p hg.hasFDerivAt)
  rw [hL, h.fderiv, ← hl]
  rfl
```

Taking v along each x_k gives

∇ₓL = ∇ₓE − Aᵀ z.

Hence L is stationary in the state variables exactly when z solves the Z-vector equation.

```lean
/-- For differentiable `E` and `g`, the Lagrangian is stationary in the state variables
exactly when `z` solves the Z-vector equation `Aᵀ z = ∇ₓE`. -/
theorem zLagrangian_stationary_iff {E : (n → ℝ) × (m → ℝ) → ℝ}
    {g : (n → ℝ) × (m → ℝ) → (n → ℝ)} {p : (n → ℝ) × (m → ℝ)}
    (hE : DifferentiableAt ℝ E p) (hg : DifferentiableAt ℝ g p) (z : n → ℝ) :
    stateDeriv (zLagrangian E g z) p = 0 ↔ (stateJacobian g p)ᵀ *ᵥ z = stateDeriv E p := by
  have h : stateDeriv (zLagrangian E g z) p
      = stateDeriv E p - (stateJacobian g p)ᵀ *ᵥ z := by
    funext k
    rw [Pi.sub_apply, Matrix.mulVec_transpose]
    exact fderiv_zLagrangian hE hg z (Pi.single k 1, 0)
  rw [h, sub_eq_zero, eq_comm]
```

Taking v along R_j gives ∂L/∂R_j = ∂E/∂R_j − z · ∂g/∂R_j, which is the right-hand side of the derivative formula. If L is stationary in x at the solution x(R) of the state equations, its explicit derivative there is therefore the total derivative of E.

```lean
/-- If the Lagrangian is stationary in the state variables, its explicit derivative along
`R_j` is the total energy derivative, for differentiable `E`, `g`, `x` with
`g(x(S), S) = 0` near `R`. -/
theorem derivative_from_zLagrangian {E : (n → ℝ) × (m → ℝ) → ℝ}
    {g : (n → ℝ) × (m → ℝ) → (n → ℝ)} {x : (m → ℝ) → (n → ℝ)} {R : m → ℝ}
    (hE : DifferentiableAt ℝ E (x R, R)) (hg : DifferentiableAt ℝ g (x R, R))
    (hx : DifferentiableAt ℝ x R) (h0 : ∀ᶠ S in 𝓝 R, g (x S, S) = 0) {z : n → ℝ}
    (hz : stateDeriv (zLagrangian E g z) (x R, R) = 0) (j : m) :
    HasLineDerivAt ℝ (fun S => E (x S, S))
      (paramDeriv (zLagrangian E g z) (x R, R) j) R (Pi.single j 1) := by
  have h := adjoint_derivative hE hg hx h0 ((zLagrangian_stationary_iff hE hg z).1 hz) j
  unfold paramDeriv at h ⊢
  rw [fderiv_zLagrangian hE hg]
  exact h
```

If E itself is stationary in x, every term of the response sum vanishes and

dE/dR_j = ∂E/∂R_j.

This is the situation of a variational energy whose parameters are all optimised without constraints. The result follows from the chain rule alone and needs neither g nor z.

```lean
/-- If the energy itself is stationary in the state variables, its total derivative along
`R_j` is the explicit one, for differentiable `E` and `x`. -/
theorem derivative_of_stationary_energy {E : (n → ℝ) × (m → ℝ) → ℝ}
    {x : (m → ℝ) → (n → ℝ)} {R : m → ℝ} (hE : DifferentiableAt ℝ E (x R, R))
    (hx : DifferentiableAt ℝ x R) (hs : stateDeriv E (x R, R) = 0) (j : m) :
    HasLineDerivAt ℝ (fun S => E (x S, S)) (paramDeriv E (x R, R) j) R (Pi.single j 1) := by
  have h := total_derivative hE hx j
  simp only [hs, Pi.zero_apply, smul_zero, Finset.sum_const_zero, zero_add] at h
  exact h

end

end ZVectorMethod
```

```lean
#print axioms ZVectorMethod.z_vector_theorem
#print axioms ZVectorMethod.derivative_from_zLagrangian
#print axioms ZVectorMethod.derivative_of_stationary_energy
```

```
'ZVectorMethod.z_vector_theorem' depends on axioms: [propext, Classical.choice, Quot.sound]
'ZVectorMethod.derivative_from_zLagrangian' depends on axioms: [propext, Classical.choice, Quot.sound]
'ZVectorMethod.derivative_of_stationary_energy' depends on axioms: [propext, Classical.choice, Quot.sound]
```
